# Every unitary on N orbitals is a product of single-orbital phases and N(N−1)/2 real Givens rotations

A complex orbital rotation can be carried out as a sequence of operations on one or two orbitals at a time. Two kinds of operation are allowed here: multiplying one orbital by a phase, and rotating two distinct orbitals into each other by a real angle. Only the rotations are counted, and a rotation by angle zero counts as one.

With this choice, a complex $N\times N$ matrix is unitary if and only if it is a finite product of such phases and exactly $N(N-1)/2$ such rotations. In a finite orthonormal basis, this factorises the change from one full set of orthonormal SCF orbitals, occupied and virtual, to another, or the one-particle time-evolution matrix of non-interacting electrons.

## Clearing a unitary matrix column by column

Let $P_a(\varphi)$ be the diagonal matrix with $e^{i\varphi}$ at position $a$ and 1 elsewhere. For $i\neq j$, let $G_{ij}(\theta)$ act from the left on the rows $R_k$ of a matrix by

$$R_i\to\cos\theta\,R_i-\sin\theta\,R_j,\qquad R_j\to\sin\theta\,R_i+\cos\theta\,R_j,$$

leaving the other rows alone. Since $\cos^2\theta+\sin^2\theta=1$, $G_{ij}(-\theta)$ undoes $G_{ij}(\theta)$; it is also its conjugate transpose, so $G_{ij}(\theta)$ is unitary. The same holds for $P_a(\varphi)$ and $P_a(-\varphi)$. Any product of these gates is therefore unitary, which is one direction of the claim.

For the other direction, take two amplitudes $x=|x|e^{i\alpha}$ and $y=|y|e^{i\beta}$. Choose $\varphi=\alpha-\beta$, write $(|x|,|y|)=r(\cos t,\sin t)$, and set $\theta=-t$. Then

$$\sin\theta\,x+\cos\theta\,e^{i\varphi}y=e^{i\alpha}r(-\sin t\cos t+\cos t\sin t)=0.$$

One phase and one real rotation thus remove the second amplitude.

Now let $U$ be unitary and agree with the identity in all rows outside a set of $m$ orbitals. If $m=0$, then $U=1$. Otherwise pick $a$ in the set. For each of the $m-1$ other members $j$, apply $P_j(\varphi)$ and then $G_{aj}(\theta)$, with angles chosen for $x=U_{aa}$ and $y=U_{ja}$. This clears the entry $(j,a)$ and changes only rows $a$ and $j$, so zeros made earlier survive. Rows outside the set already have a zero in column $a$.

Column $a$ of the updated matrix, still called $U$, now vanishes off the diagonal, and $U^\dagger U=1$ gives

$$\sum_k \overline{U_{kl}}\,U_{ka}=\overline{U_{al}}\,U_{aa}=\delta_{la}.$$

Hence $|U_{aa}|=1$, and $U_{al}=0$ for $l\neq a$. The phase $P_a(-\arg U_{aa})$ turns row $a$ into a row of the identity, and $m-1$ orbitals remain. Starting from $m=N$, the rotations number $(N-1)+\dots+1+0=N(N-1)/2$. Moving all gates to the other side, inverted and in reverse order, writes the original matrix as the required product.

## The angles in a two-orbital calculation

A program reads $U_{aa}$ and $U_{ja}$, computes the two angles, updates two rows and stores the angles. For orbitals 0 and 1, take

$$U=\frac1{\sqrt2}\begin{pmatrix}1&i\\ i&1\end{pmatrix}.$$

The first column gives $\varphi=-\pi/2$ and $\theta=-\pi/4$. After these two gates the matrix is $\mathrm{diag}(1,-i)$, and the phase $\pi/2$ on orbital 1 completes the reduction. Inverting the three gates and reversing their order gives $U=P_1(\pi/2)\,G_{01}(\pi/4)\,P_1(-\pi/2)$.

## Gates and circuits in Lean

In the code, `n` is the finite type that labels the orbitals, not their number; $N$ is `Fintype.card n`.

```lean
import Mathlib

open Matrix

namespace UnitaryGivens

noncomputable section

variable {n : Type*} [Fintype n] [DecidableEq n]
```

The definition of `givens` writes out the rotated rows of the identity. The minus sign sits in row `i`; some texts use the transpose, which reverses the angle.

```lean
/-- The real Givens rotation by the angle `θ` of two distinct orbitals `i` and `j`:
the identity matrix with its rows `i` and `j` rotated into each other. -/
def givens (i j : n) (θ : ℝ) : Matrix n n ℂ :=
  Matrix.of fun k l =>
    if k = i then (Real.cos θ : ℂ) * (1 : Matrix n n ℂ) i l - Real.sin θ * (1 : Matrix n n ℂ) j l
    else if k = j then
      (Real.sin θ : ℂ) * (1 : Matrix n n ℂ) i l + Real.cos θ * (1 : Matrix n n ℂ) j l
    else (1 : Matrix n n ℂ) k l

/-- The single-orbital phase: orbital `a` is multiplied by `exp (iφ)`, all others are kept. -/
def phase (a : n) (φ : ℝ) : Matrix n n ℂ :=
  Matrix.diagonal fun k => if k = a then Complex.exp (φ * Complex.I) else 1
```

The predicate `OrbitalCircuit m U` says that `U` can be built from the identity by multiplying gates on the left, with `m` rotations among them. The number of phases is finite but not recorded.

```lean
/-- `OrbitalCircuit m U` says that `U` is a finite product of single-orbital phases and real
Givens rotations of distinct orbitals, with exactly `m` rotations among the factors. -/
inductive OrbitalCircuit : ℕ → Matrix n n ℂ → Prop
  | one : OrbitalCircuit 0 1
  | addPhase {m : ℕ} {U : Matrix n n ℂ} (a : n) (φ : ℝ) :
      OrbitalCircuit m U → OrbitalCircuit m (phase a φ * U)
  | addRotation {m : ℕ} {U : Matrix n n ℂ} (i j : n) (θ : ℝ) (h : i ≠ j) :
      OrbitalCircuit m U → OrbitalCircuit (m + 1) (givens i j θ * U)
```

The hypothesis `i ≠ j` in `addRotation` matters for the direction from circuits to unitarity. Without it, two orbitals would admit `givens 0 0 (π/4)`, whose first diagonal entry is $\cos(\pi/4)-\sin(\pi/4)=0$. This is $\mathrm{diag}(0,1)$, a circuit with one rotation that is not unitary.

The matrices act on one-particle orbitals. Applying the factorisation to many-electron states takes one further step, the lift of each factor to Fock space, which the theorems leave aside.

## Both gates are unitary

The first lemma is the row rule above, valid for any matrix `M`.

```lean
/-- Multiplication by a Givens rotation from the left mixes rows `i` and `j` and leaves
every other row alone. -/
theorem givens_mul_apply (i j : n) (θ : ℝ) (M : Matrix n n ℂ) (k l : n) :
    (givens i j θ * M) k l =
      if k = i then (Real.cos θ : ℂ) * M i l - Real.sin θ * M j l
      else if k = j then (Real.sin θ : ℂ) * M i l + Real.cos θ * M j l
      else M k l := by
  by_cases h1 : k = i
  · simp [Matrix.mul_apply, givens, Matrix.one_apply, h1, sub_mul, Finset.sum_sub_distrib]
  · by_cases h2 : k = j
    · have h3 : ¬ j = i := fun h => h1 (h2.trans h)
      simp [Matrix.mul_apply, givens, Matrix.one_apply, h2, h3, add_mul, Finset.sum_add_distrib]
    · simp [Matrix.mul_apply, givens, Matrix.one_apply, h1, h2]
```

The inverse follows row by row, with `hcs` supplying $\cos^2\theta+\sin^2\theta=1$.

```lean
/-- For distinct orbitals, the rotation by `-θ` undoes the rotation by `θ`. -/
theorem givens_mul_neg {i j : n} (h : i ≠ j) (θ : ℝ) :
    givens i j θ * givens i j (-θ) = 1 := by
  have hcs : (Real.cos θ : ℂ) ^ 2 + (Real.sin θ : ℂ) ^ 2 = 1 := by
    exact_mod_cast Real.cos_sq_add_sin_sq θ
  ext k l
  rw [givens_mul_apply]
  by_cases h1 : k = i
  · rw [h1]
    simp only [givens, Matrix.of_apply, h.symm, ↓reduceIte, Real.cos_neg, Real.sin_neg,
      Complex.ofReal_neg]
    linear_combination ((1 : Matrix n n ℂ) i l) * hcs
  · by_cases h2 : k = j
    · rw [h2]
      simp only [givens, Matrix.of_apply, h.symm, ↓reduceIte, Real.cos_neg, Real.sin_neg,
        Complex.ofReal_neg]
      linear_combination ((1 : Matrix n n ℂ) j l) * hcs
    · simp only [h1, h2, givens, Matrix.of_apply, ↓reduceIte]
```

Unitarity then needs only `hc`, the statement that the conjugate transpose is the rotation by the opposite angle.

```lean
/-- A Givens rotation of two distinct orbitals is unitary. -/
theorem givens_mem_unitary {i j : n} (h : i ≠ j) (θ : ℝ) :
    givens i j θ ∈ Matrix.unitaryGroup n ℂ := by
  have hc : (givens i j θ)ᴴ = givens i j (-θ) := by
    ext k l
    simp only [Matrix.conjTranspose_apply, givens, Matrix.of_apply, Matrix.one_apply,
      Real.cos_neg, Real.sin_neg]
    split_ifs <;> subst_vars <;> simp [-Complex.ofReal_cos, -Complex.ofReal_sin] at *
  rw [Matrix.mem_unitaryGroup_iff, Matrix.star_eq_conjTranspose, hc, givens_mul_neg h]
```

The phases follow the same pattern.

```lean
/-- The opposite phase on the same orbital undoes a single-orbital phase. -/
theorem phase_mul_neg (a : n) (φ : ℝ) : phase a φ * phase a (-φ) = 1 := by
  rw [phase, phase, Matrix.diagonal_mul_diagonal, ← Matrix.diagonal_one]
  congr 1
  funext l
  by_cases h : l = a <;> simp [h, ← Complex.exp_add]

/-- A single-orbital phase is unitary. -/
theorem phase_mem_unitary (a : n) (φ : ℝ) : phase a φ ∈ Matrix.unitaryGroup n ℂ := by
  have hc : (phase a φ)ᴴ = phase a (-φ) := by
    rw [phase, phase, Matrix.diagonal_conjTranspose]
    congr 1
    funext l
    by_cases h : l = a <;> simp [h, ← Complex.exp_conj]
  rw [Matrix.mem_unitaryGroup_iff, Matrix.star_eq_conjTranspose, hc, phase_mul_neg]
```

## Removing one amplitude

Lean obtains $r$ and $t$ as the polar coordinates of the complex number with real part `‖x‖` and imaginary part `‖y‖`. The identity `hp` aligns the phase of `y` with that of `x`, `hc` is the real cancellation, and the final `linear_combination` assembles them.

```lean
/-- For any two complex amplitudes `x` and `y`, a phase on `y` followed by a real rotation
makes the second amplitude vanish. -/
theorem exists_angles (x y : ℂ) : ∃ φ θ : ℝ,
    (Real.sin θ : ℂ) * x + Real.cos θ * (Complex.exp (φ * Complex.I) * y) = 0 := by
  -- polar coordinates of the point (‖x‖, ‖y‖) give the rotation angle
  obtain ⟨r, t, h1, h2⟩ : ∃ r t : ℝ, r * Real.cos t = ‖x‖ ∧ r * Real.sin t = ‖y‖ :=
    ⟨_, _, Complex.norm_mul_cos_arg ⟨‖x‖, ‖y‖⟩, Complex.norm_mul_sin_arg ⟨‖x‖, ‖y‖⟩⟩
  have hr : Real.sin (-t) * ‖x‖ + Real.cos (-t) * ‖y‖ = 0 := by
    rw [Real.sin_neg, Real.cos_neg]
    linear_combination Real.sin t * h1 - Real.cos t * h2
  have hc : (Real.sin (-t) : ℂ) * (‖x‖ : ℂ) + (Real.cos (-t) : ℂ) * (‖y‖ : ℂ) = 0 := by
    exact_mod_cast hr
  -- the phase aligns y with x
  have hp : Complex.exp (((x.arg - y.arg : ℝ) : ℂ) * Complex.I) *
      Complex.exp (y.arg * Complex.I) = Complex.exp (x.arg * Complex.I) := by
    rw [← Complex.exp_add]
    congr 1
    push_cast
    ring
  refine ⟨x.arg - y.arg, -t, ?_⟩
  linear_combination (-(Real.sin (-t) : ℂ)) * Complex.norm_mul_exp_arg_mul_I x
    - (Real.cos (-t) : ℂ) * Complex.exp (((x.arg - y.arg : ℝ) : ℂ) * Complex.I) *
      Complex.norm_mul_exp_arg_mul_I y
    + (Real.cos (-t) : ℂ) * (‖y‖ : ℂ) * hp + Complex.exp (x.arg * Complex.I) * hc
```

## Two nested inductions

The outer induction runs over the set `s` of orbitals whose rows may still differ from the identity. The inner one, `key`, runs over the set `t` of entries in column `a` still to be cleared. Both are stated for all suitable `U`, because the matrix changes at every step.

In the inner step, `exists_angles` supplies the angles, `hkeep` records that the other rows are untouched, and `hfac` recovers `U` by putting the inverse gates in front. When `t` is empty, `hra` is the unitarity relation for column `a`; it yields the modulus of the diagonal entry and the zeros in row `a`. A last phase then hands the matrix to the outer induction hypothesis `ih`.

```lean
/-- A unitary matrix that agrees with the identity in all rows outside a set `s` of orbitals is
a product of phases and `0 + 1 + ... + (|s| - 1)` real Givens rotations. -/
theorem circuit_of_rows (s : Finset n) : ∀ U ∈ Matrix.unitaryGroup n ℂ,
    (∀ k, k ∉ s → ∀ l, U k l = (1 : Matrix n n ℂ) k l) →
    OrbitalCircuit (∑ i ∈ Finset.range s.card, i) U := by
  induction s using Finset.induction_on with
  | empty =>
    intro U _ h
    have hU : U = 1 := by
      ext k l
      exact h k (by simp) l
    rw [hU]
    simpa using (OrbitalCircuit.one (n := n))
  | insert a s ha ih =>
    -- t holds the entries of column a that are still to be cleared
    have key : ∀ t : Finset n, t ⊆ s → ∀ U ∈ Matrix.unitaryGroup n ℂ,
        (∀ k, k ∉ insert a s → ∀ l, U k l = (1 : Matrix n n ℂ) k l) →
        (∀ j, j ∈ s → j ∉ t → U j a = 0) →
        OrbitalCircuit (∑ i ∈ Finset.range s.card, i + t.card) U := by
      intro t
      induction t using Finset.induction_on with
      | empty =>
        intro _ U hU hrow hcol
        have hz : ∀ k, k ≠ a → U k a = 0 := by
          intro k hk
          by_cases hks : k ∈ s
          · exact hcol k hks (by simp)
          · rw [hrow k (by simp [hk, hks]) a, Matrix.one_apply_ne hk]
        -- unitarity: the diagonal entry has modulus one and the rest of row a vanishes
        have hra : ∀ l, star (U a l) * U a a = (1 : Matrix n n ℂ) l a := by
          intro l
          rw [← Matrix.mem_unitaryGroup_iff'.1 hU, Matrix.mul_apply, Finset.sum_eq_single a]
          · rfl
          · intro k _ hk
            rw [hz k hk, mul_zero]
          · intro h
            exact absurd (Finset.mem_univ a) h
        have huu := (hra a).trans (Matrix.one_apply_eq a)
        have hu0 : U a a ≠ 0 := by
          intro h
          rw [h, mul_zero] at huu
          exact zero_ne_one huu
        have hnorm : ‖U a a‖ = 1 := by
          have h := congrArg norm huu
          rw [norm_mul, norm_star, norm_one] at h
          rcases mul_self_eq_one_iff.mp h with h | h
          · exact h
          · linarith [norm_nonneg (U a a)]
        have hexp := Complex.norm_mul_exp_arg_mul_I (U a a)
        rw [hnorm, Complex.ofReal_one, one_mul] at hexp
        have hinv : Complex.exp (((-(U a a).arg : ℝ) : ℂ) * Complex.I) *
            Complex.exp ((U a a).arg * Complex.I) = 1 := by
          rw [← Complex.exp_add]
          simp
        rw [hexp] at hinv
        have hfac : phase a (U a a).arg * (phase a (-(U a a).arg) * U) = U := by
          rw [← Matrix.mul_assoc, phase_mul_neg, Matrix.one_mul]
        rw [Finset.card_empty, Nat.add_zero, ← hfac]
        refine .addPhase a _ (ih _ (mul_mem (phase_mem_unitary a _) hU) ?_)
        intro k hk l
        rw [phase, Matrix.diagonal_mul]
        by_cases hka : k = a
        · rw [if_pos hka, hka]
          by_cases hl : l = a
          · rw [hl, Matrix.one_apply_eq]
            exact hinv
          · have h := hra l
            rw [Matrix.one_apply_ne hl] at h
            rw [star_eq_zero.1 ((mul_eq_zero.1 h).resolve_right hu0), mul_zero,
              Matrix.one_apply_ne (Ne.symm hl)]
        · rw [if_neg hka, one_mul]
          exact hrow k (by simp [hka, hk]) l
      | insert j t hj iht =>
        intro hts U hU hrow hcol
        have hjs : j ∈ s := hts (Finset.mem_insert_self j t)
        have haj : a ≠ j := fun h => ha (by rw [h]; exact hjs)
        -- one phase and one rotation clear the entry (j, a)
        obtain ⟨φ, θ, h0⟩ := exists_angles (U a a) (U j a)
        have hg := givens_mul_neg haj (-θ)
        have hp := phase_mul_neg j (-φ)
        rw [neg_neg] at hg hp
        have hfac : phase j (-φ) * (givens a j (-θ) * (givens a j θ * (phase j φ * U))) = U := by
          rw [← Matrix.mul_assoc (givens a j (-θ)), hg, Matrix.one_mul, ← Matrix.mul_assoc, hp,
            Matrix.one_mul]
        have hkeep : ∀ k l, k ≠ a → k ≠ j → (givens a j θ * (phase j φ * U)) k l = U k l := by
          intro k l hka hkj
          rw [givens_mul_apply, if_neg hka, if_neg hkj, phase, Matrix.diagonal_mul, if_neg hkj,
            one_mul]
        rw [Finset.card_insert_of_notMem hj, ← Nat.add_assoc, ← hfac]
        refine .addPhase j _ (.addRotation a j _ haj
          (iht ((Finset.subset_insert j t).trans hts) _
            (mul_mem (givens_mem_unitary haj θ) (mul_mem (phase_mem_unitary j φ) hU)) ?_ ?_))
        · intro k hk l
          have hk' := hk
          rw [Finset.mem_insert, not_or] at hk'
          rw [hkeep k l hk'.1 (fun h => hk'.2 (by rw [h]; exact hjs))]
          exact hrow k hk l
        · intro k hks hkt
          by_cases hkj : k = j
          · rw [hkj, givens_mul_apply, if_neg haj.symm, if_pos rfl, phase, Matrix.diagonal_mul,
              Matrix.diagonal_mul, if_neg haj, if_pos rfl, one_mul]
            exact h0
          · rw [hkeep k a (fun h => ha (by rw [← h]; exact hks)) hkj]
            exact hcol k hks (by simp [hkj, hkt])
    intro U hU hrow
    rw [Finset.card_insert_of_notMem ha, Finset.sum_range_succ]
    exact key s (Finset.Subset.refl s) U hU hrow (fun j h1 h2 => absurd h1 h2)
```

## The equivalence

Taking `s` to be all orbitals makes the condition on rows empty, and the sum of the counts becomes the binomial coefficient $\binom N2=N(N-1)/2$. For no orbitals or one orbital it is zero, and phases suffice. In the converse, `generalize` replaces this count by an arbitrary `m`, so that induction on the circuit can proceed gate by gate.

```lean
/-- Let `N = Fintype.card n` be the number of orbitals. A complex matrix indexed by `n` is unitary
if and only if it is a finite product of single-orbital phases and exactly `N(N-1)/2` real Givens
rotations of distinct orbitals, where rotation angles may be zero. -/
theorem unitary_iff_circuit (U : Matrix n n ℂ) :
    U ∈ Matrix.unitaryGroup n ℂ ↔ OrbitalCircuit ((Fintype.card n).choose 2) U := by
  constructor
  · intro hU
    have h := circuit_of_rows Finset.univ U hU (fun k hk => absurd (Finset.mem_univ k) hk)
    rwa [Finset.sum_range_id, Finset.card_univ, ← Nat.choose_two_right] at h
  · intro h
    -- every gate is unitary, hence so is the product, whatever the number of rotations
    generalize (Fintype.card n).choose 2 = m at h
    induction h with
    | one => exact one_mem _
    | addPhase a φ _ ih => exact mul_mem (phase_mem_unitary a φ) ih
    | addRotation i j θ hij _ ih => exact mul_mem (givens_mem_unitary hij θ) ih
```

## The complex rotation of two orbitals

The usual complex rotation, with mixing angle $\theta$ and relative phase $\varphi$, is a real rotation between opposite phases on orbital 1. The left phase multiplies the lower row by $e^{i\varphi}$ and the right phase multiplies the second column by $e^{-i\varphi}$. They cancel in the lower right entry, the only one that `simp` leaves to the identity `h`.

```lean
/-- The complex rotation of two orbitals with mixing angle `θ` and relative phase `φ` is a real
Givens rotation between two opposite phases on the second orbital. -/
theorem complex_rotation_eq (θ φ : ℝ) :
    !![(Real.cos θ : ℂ), -Real.sin θ * Complex.exp (-φ * Complex.I);
       Complex.exp (φ * Complex.I) * Real.sin θ, (Real.cos θ : ℂ)] =
      phase (1 : Fin 2) φ * givens 0 1 θ * phase 1 (-φ) := by
  have h : Complex.exp (φ * Complex.I) * Complex.exp (-(φ * Complex.I)) = 1 := by
    rw [← Complex.exp_add, add_neg_cancel, Complex.exp_zero]
  ext k l
  rw [phase, phase, Matrix.mul_diagonal, Matrix.diagonal_mul]
  fin_cases k <;> fin_cases l <;> simp [givens, -Complex.ofReal_cos, -Complex.ofReal_sin]
  -- only the lower right entry is left, where the two phases cancel
  linear_combination (-(Real.cos θ : ℂ)) * h

end

end UnitaryGivens
```

```lean
#print axioms UnitaryGivens.unitary_iff_circuit
#print axioms UnitaryGivens.complex_rotation_eq
```

```
'UnitaryGivens.unitary_iff_circuit' depends on axioms: [propext, Classical.choice, Quot.sound]
'UnitaryGivens.complex_rotation_eq' depends on axioms: [propext, Classical.choice, Quot.sound]
```
